# The Verlet frequency of a harmonic oscillator tends to the exact frequency as the time step goes to zero

When the Verlet method integrates a harmonic oscillator of angular frequency w > 0 with time step h > 0 and hw < 2, each step is a rotation by the angle 2 arcsin(hw/2) in suitably scaled coordinates. Dividing this angle by h gives the numerical frequency, and the theorem says that it tends to w as h decreases to zero. The formal statement concerns this explicit formula alone, and holds for every real w. The proof finds the derivative of the angle with respect to h at h = 0 by the chain rule, and then reads the limit as that of the difference quotient from the right.

An attempt in Lean 4 with a fault in it:

```lean
import Mathlib

open Filter
open scoped Real Topology

namespace TendstoNumFreq

noncomputable section

/-- The angle `t = 2 arcsin (h w / 2)`, for `|h w| ≤ 2`. When `h, w > 0` and `h w < 2` it is the
rotation angle of one Verlet step, in suitably scaled coordinates. -/
def angle (h w : ℝ) : ℝ := 2 * Real.arcsin (h * w / 2)

/-- The numerical frequency: rotation angle per step divided by the time step `h ≠ 0`. -/
def numFreq (h w : ℝ) : ℝ := angle h w / h

/-- The numerical frequency tends to `w` as the time step decreases to zero. -/
theorem tendsto_numFreq (w : ℝ) :
    Tendsto (fun h => numFreq h w) (𝓝[>] 0) (𝓝 w) := by
  -- the limit is the derivative of the rotation angle at zero time step
  have hin : HasDerivAt (fun h : ℝ => h * w / 2) (w / 2) 0 := by
    simpa using ((hasDerivAt_id' (0 : ℝ)).mul_const w).div_const 2
  have ho : HasDerivAt Real.arcsin 1 ((0 : ℝ) * w / 2) := by
    have := Real.hasDerivAt_arcsin (x := 0) (by norm_num) (by norm_num)
    simpa using this
  have hd : HasDerivAt (fun h => angle h w) w 0 :=
    ((ho.comp (0 : ℝ) hin).const_mul 2).congr_deriv (by ring)
  refine hd.tendsto_slope_zero_right.congr (fun h => ?_)
  simp [numFreq, angle, div_eq_inv_mul]

end

end TendstoNumFreq
```

The error:

```
Main.lean:27:4: error: Type mismatch
  HasDerivAt.congr_deriv (HasDerivAt.const_mul 2 (HasDerivAt.comp 0 ?m.137 hin)) ?m.157
has type
  HasDerivAt (fun y => 2 * (?m.134 ∘ fun h => h * w / 2) y) ?m.155 0
but is expected to have type
  HasDerivAt (fun h => angle h w) w 0
```

After these edits no error is left:

```diff
@@ -24,6 +24,8 @@
     have := Real.hasDerivAt_arcsin (x := 0) (by norm_num) (by norm_num)
     simpa using this
+  have hc : HasDerivAt (Real.arcsin ∘ fun h : ℝ => h * w / 2) (1 * (w / 2)) 0 :=
+    HasDerivAt.comp (0 : ℝ) ho hin
   have hd : HasDerivAt (fun h => angle h w) w 0 :=
-    ((ho.comp (0 : ℝ) hin).const_mul 2).congr_deriv (by ring)
+    (hc.const_mul 2).congr_deriv (by ring)
   refine hd.tendsto_slope_zero_right.congr (fun h => ?_)
   simp [numFreq, angle, div_eq_inv_mul]
```

The error is in the chain-rule step `hd`. In the type Lean reports, the outer function of the composition is still an unknown, `?m.134`, and the place where `ho` belongs is also unfilled, as `?m.137`. So when Lean compared this type with the expected one, it had not yet learned from `ho` that the outer function is `Real.arcsin`. It had to match a composition with an unknown outer function against `angle h w`, whose definition contains the arcsine, and this match failed. The messages don't show at which point inside the comparison it broke down.

The repair first proves `hc`, whose stated type names the composition `Real.arcsin ∘ fun h : ℝ => h * w / 2` and its derivative `1 * (w / 2)`. Nothing is then left to guess about the function when `hd` multiplies `hc` by 2, and Lean can match the result with `angle h w` by unfolding definitions. The closing `ring` is unchanged, and shows that the derivative `2 * (1 * (w / 2))` equals `w`. Writing `HasDerivAt.comp (0 : ℝ) ho hin` in place of `ho.comp (0 : ℝ) hin` is only another spelling of the same application.
